# Counting highest-weight vectors: $\dim H(m) = \dim E(m) - \dim E(m+1)$ for $m > -1$

## Physical setting

Let $V$ be a complex vector space with an inner product $\langle u, w\rangle$ that is antilinear in $u$ and linear in $w$, as in Dirac notation, and let $\|w\|^2 = \langle w, w\rangle$. Units are such that $\hbar = 1$. Three linear operators $J_z$, $J_+$, $J_-$ act on $V$ and obey

$$[J_z, J_+] = J_+, \qquad [J_z, J_-] = -J_-, \qquad [J_+, J_-] = 2J_z, \qquad \langle J_+ u, w\rangle = \langle u, J_- w\rangle$$

for all $u, w \in V$. For a real number $m$ define the subspaces

$$E(m) = \{v : J_z v = m v\}, \qquad H(m) = \{v : J_z v = m v \text{ and } J_+ v = 0\}.$$

If $m$ is not an eigenvalue of $J_z$, then $E(m) = \{0\}$. The square of the total angular momentum is $J^2 = J_z^2 + \tfrac12 (J_+J_- + J_-J_+)$, which is $J_x^2 + J_y^2 + J_z^2$ when $J_\pm = J_x \pm iJ_y$.

A nonzero vector of $H(m)$ is the top state of a ladder. In a finite-dimensional space that the three operators map into itself, such as the span of all determinants of a fixed number of electrons in a finite set of spatial orbitals with the total spin as $J$, the result gives the number of independent top states from the degeneracies of $J_z$ alone, with no diagonalisation of $J^2$.

## Statement

Let $V$ be finite-dimensional and let $m > -1$ be real. Then, as integers,

$$\dim H(m) = \dim E(m) - \dim E(m+1).$$

The range contains all $m \ge 0$ and also $m = -\tfrac12$. Two companion results go with it. For every real $j$, and in any dimension, $H(j)$ is the set of vectors with $J_z v = j v$ and $J^2 v = j(j+1) v$. For finite-dimensional $V$, $m > -1$ and every natural number $N$,

$$\dim E(m) = \sum_{k=0}^{N-1} \dim H(m+k) + \dim E(m+N),$$

where the sum is empty for $N = 0$.

## Derivation

Step 1, shifts. For $v \in E(m)$, $J_z J_+ v = J_+ J_z v + J_+ v = (m+1) J_+ v$, so $J_+ v \in E(m+1)$. For $w \in E(m+1)$, $J_z J_- w = J_- J_z w - J_- w = m J_- w$, so $J_- w \in E(m)$.

Step 2, a lower bound. Let $\mu$ be real and $w \in E(\mu)$. The third commutator gives $J_+J_- w = J_-J_+ w + 2\mu w$. By adjointness $\langle w, J_-J_+ w\rangle = \langle J_+ w, J_+ w\rangle$, hence

$$\langle w, J_+J_- w\rangle = \|J_+ w\|^2 + 2\mu \|w\|^2 \ge 2\mu\|w\|^2 .$$

Step 3, $J_+$ is onto. Put $\mu = m+1 > 0$. By step 1 the product $A = J_+J_-$ maps $E(m+1)$ into itself. If $Aw = 0$ with $w \in E(m+1)$, step 2 reads $0 \ge 2(m+1)\|w\|^2$, so $w = 0$. An injective linear map of a finite-dimensional space into itself is surjective, so every $w \in E(m+1)$ has the form $w = J_+(J_- u)$ with $u \in E(m+1)$. Since $J_- u \in E(m)$, this together with step 1 gives $J_+ E(m) = E(m+1)$.

Step 4, rank and nullity. The restriction of $J_+$ to $E(m)$ has range $E(m+1)$ and kernel $H(m)$, so $\dim E(m+1) + \dim H(m) = \dim E(m)$.

Step 5, the link with $J^2$. For $v \in E(j)$, substituting $J_+J_- v = J_-J_+ v + 2jv$ gives

$$J^2 v = j^2 v + \tfrac12\,(2J_-J_+ v + 2jv) = J_-J_+ v + j(j+1) v .$$

If $J_+ v = 0$, then $J^2 v = j(j+1)v$. Conversely, $J^2 v = j(j+1)v$ forces $J_-J_+ v = 0$, so $\|J_+ v\|^2 = \langle v, J_-J_+ v\rangle = 0$.

Step 6, telescoping. Step 4 at $m + N > -1$ reads $\dim E(m+N) = \dim H(m+N) + \dim E(m+N+1)$, and induction on $N$ gives the sum.

As an instance, take four spins $\tfrac12$ with $J_z$, $J_\pm$ the sums of the one-spin operators on a space of dimension 16. Counting product states by the number of up spins gives $\dim E(0) = 6$, $\dim E(1) = 4$, $\dim E(2) = 1$, $\dim E(3) = 0$. Therefore $\dim H(0) = 2$, $\dim H(1) = 3$, $\dim H(2) = 1$, and the sum with $m = 0$, $N = 3$ reads $6 = 2 + 3 + 1 + 0$. With the familiar $2j+1$ states per multiplet the total comes out as $2\cdot 1 + 3\cdot 3 + 1\cdot 5 = 16$.

In a program the step is a difference of neighbouring histogram entries. One works in a basis where $J_z$ is diagonal, tallies the basis states in a table $d$ indexed by the integer $2m$, and forms $d[2m] - d[2m+2]$ for $m \ge 0$. The result applies if the basis spans a space that $J_\pm$ map into itself, which a truncated list of determinants may fail to do. For the total spin and all Slater determinants with $n_\alpha$ up and $n_\beta$ down electrons in $K$ spatial orbitals, $m = (n_\alpha - n_\beta)/2$ and the tally is $\binom{K}{n_\alpha}\binom{K}{n_\beta}$. Two electrons in two orbitals have $\dim E(0) = 4$, $\dim E(1) = 1$ and $\dim E(2) = 0$, which gives three singlets and one triplet.

## What the formal version assumes

The space `V` carries `InnerProductSpace ℂ V`, and `Jz Jp Jm : End ℂ V` are linear maps defined on all of it, with `*` as composition. The structure `Ladder` collects the four relations as the fields `zp`, `zm`, `pm` and `adj`. These are assumed: they are not derived from rotations or from $J_x$ and $J_y$, which never appear. Self-adjointness of $J_z$ is not a field, and no step invokes it. The definitions `weightSpace Jz m`, `highest Jz Jp m` and `casimir Jz Jp Jm` are $E(m)$, $H(m)$ and $J^2$, and `finrank ℂ` is the complex dimension.

The theorem `finrank_highest` is the count, under `FiniteDimensional ℂ V` and `hm : -1 < m`. Both sides are cast to `ℤ`, so the difference is a true subtraction and not one cut off at zero. The theorem `highest_eq_joint` is step 5 as an equality of subspaces, without finite dimension. The theorem `finrank_weightSpace_eq_sum` is step 6 in natural numbers, with $k$ running over `Finset.range N`, that is $0, \dots, N-1$. The zero space is allowed, and there every dimension is 0.

The quantity computed is $\dim H(j)$, the number of independent top states. Reading it as the number of spin-$j$ multiplets in $V$, as the namespace `MultipletCounting` and the examples above do, needs further facts that are not proved here. The file does not decompose $V$ into multiplets, does not show that a ladder has $2j+1$ rungs or that $2m$ is an integer, and does not show that $E(m+N)$ vanishes for large $N$, which is why that term stays in the sum.

The bound on $m$ is sharp at its endpoint. The theorem `counting_fails_at_neg_one` takes $V = \mathbb{C}$ with all three operators zero, a spin-0 state. The relations hold, $E(-1) = \{0\}$ and $E(0) = \mathbb{C}$, so the right side at $m = -1$ is $-1$, which is not a dimension. Here $\mu = 0$ and step 2 gives no control over $w$. Without the relation $[J_+,J_-] = 2J_z$ the count can fail even at $m = 0$: on $V = \mathbb{C}$ take $J_z = 1$ and $J_\pm = 0$, so that the other three relations hold while $\dim H(0) = 0$ and $\dim E(0) - \dim E(1) = -1$. That last example, like the four-spin and determinant counts above, is worked on paper and is not in the file.

A model with nonzero operators is supplied by `sz`, `sp` and `sm` on `EuclideanSpace ℂ (Fin 2)`, where `v 0` is the spin-up and `v 1` the spin-down component. The theorem `ladder_witness` states that they satisfy `Ladder` and that `sp` sends the unit vector $(0,1)$ to the unit vector $(1,0)$.

## The file

In Lean 4 with Mathlib:

```lean
import Mathlib

open Module
open scoped InnerProductSpace

namespace MultipletCounting

noncomputable section

variable {V : Type*} [NormedAddCommGroup V] [InnerProductSpace ℂ V]

/-- The ladder relations `[Jz, J±] = ±J±`, `[J₊, J₋] = 2 Jz`, with `J₋` adjoint to `J₊`. -/
structure Ladder (Jz Jp Jm : End ℂ V) : Prop where
  zp : Jz * Jp - Jp * Jz = Jp
  zm : Jz * Jm - Jm * Jz = -Jm
  pm : Jp * Jm - Jm * Jp = (2 : ℂ) • Jz
  adj : ∀ u w : V, ⟪Jp u, w⟫_ℂ = ⟪u, Jm w⟫_ℂ

/-- The eigenspace `E(m)` of `Jz` for the real number `m`. -/
def weightSpace (Jz : End ℂ V) (m : ℝ) : Submodule ℂ V := Jz.eigenspace (m : ℂ)

/-- The space `H(m)` of vectors with `Jz v = m v` and `J₊ v = 0`. -/
def highest (Jz Jp : End ℂ V) (m : ℝ) : Submodule ℂ V := weightSpace Jz m ⊓ LinearMap.ker Jp

/-- The total angular momentum `J² = Jz² + (J₊J₋ + J₋J₊)/2`. -/
def casimir (Jz Jp Jm : End ℂ V) : End ℂ V := Jz * Jz + (1 / 2 : ℂ) • (Jp * Jm + Jm * Jp)

variable {Jz Jp Jm : End ℂ V}

/-- A vector lies in `E(m)` exactly when `Jz v = m v`. -/
theorem mem_weightSpace {m : ℝ} {v : V} : v ∈ weightSpace Jz m ↔ Jz v = (m : ℂ) • v :=
  End.mem_eigenspace_iff

/-- `J₊` maps `E(m)` into `E(m+1)`. -/
theorem raise_mem (h : Ladder Jz Jp Jm) {m : ℝ} {v : V} (hv : v ∈ weightSpace Jz m) :
    Jp v ∈ weightSpace Jz (m + 1) := by
  rw [mem_weightSpace] at hv ⊢
  have h1 := LinearMap.congr_fun h.zp v
  simp only [LinearMap.sub_apply, End.mul_apply] at h1
  rw [hv, map_smul] at h1
  rw [sub_eq_iff_eq_add.mp h1]
  push_cast
  module

/-- `J₋` maps `E(m+1)` into `E(m)`. -/
theorem lower_mem (h : Ladder Jz Jp Jm) {m : ℝ} {v : V} (hv : v ∈ weightSpace Jz (m + 1)) :
    Jm v ∈ weightSpace Jz m := by
  rw [mem_weightSpace] at hv ⊢
  have h1 := LinearMap.congr_fun h.zm v
  simp only [LinearMap.sub_apply, End.mul_apply, LinearMap.neg_apply] at h1
  rw [hv, map_smul] at h1
  rw [sub_eq_iff_eq_add.mp h1]
  push_cast
  module

/-- For `w` in `E(μ)` the real part of `⟪w, J₊J₋ w⟫` is at least `2 μ ‖w‖²`. -/
theorem raise_lower_lower_bound (h : Ladder Jz Jp Jm) {μ : ℝ} {w : V}
    (hw : w ∈ weightSpace Jz μ) : 2 * μ * ‖w‖ ^ 2 ≤ (⟪w, Jp (Jm w)⟫_ℂ).re := by
  rw [mem_weightSpace] at hw
  -- reorder: J₊J₋ w = J₋J₊ w + 2 μ w
  have h1 : Jp (Jm w) = Jm (Jp w) + (2 * μ : ℂ) • w := by
    have h0 := LinearMap.congr_fun h.pm w
    simp only [LinearMap.sub_apply, End.mul_apply, LinearMap.smul_apply] at h0
    rw [hw] at h0
    rw [sub_eq_iff_eq_add.mp h0]
    module
  have hn : ∀ x : V, ⟪x, x⟫_ℂ = ((‖x‖ ^ 2 : ℝ) : ℂ) := fun x => by
    rw [inner_self_eq_norm_sq_to_K]
    push_cast
    rfl
  have e : ⟪w, Jp (Jm w)⟫_ℂ = ((‖Jp w‖ ^ 2 + 2 * μ * ‖w‖ ^ 2 : ℝ) : ℂ) := by
    rw [h1, inner_add_right, ← h.adj, inner_smul_right, hn, hn]
    push_cast
    ring
  rw [e, Complex.ofReal_re]
  nlinarith [sq_nonneg ‖Jp w‖]

/-- In finite dimension and for `m > -1`, `J₊` maps `E(m)` onto `E(m+1)`. -/
theorem map_raise_eq [FiniteDimensional ℂ V] (h : Ladder Jz Jp Jm) {m : ℝ} (hm : -1 < m) :
    (weightSpace Jz m).map Jp = weightSpace Jz (m + 1) := by
  apply le_antisymm
  · rintro _ ⟨v, hv, rfl⟩
    exact raise_mem h hv
  · have hmaps : ∀ w ∈ weightSpace Jz (m + 1), (Jp * Jm) w ∈ weightSpace Jz (m + 1) :=
      fun w hw => raise_mem h (lower_mem h hw)
    -- J₊J₋ has trivial kernel on E(m+1), so it is onto there
    have hinj : Function.Injective ((Jp * Jm).restrict hmaps) := by
      rw [injective_iff_map_eq_zero]
      intro w hw
      have h0 : Jp (Jm (w : V)) = 0 := congrArg Subtype.val hw
      have hb := raise_lower_lower_bound h w.2
      rw [h0, inner_zero_right, Complex.zero_re] at hb
      have hpos : 0 < 2 * (m + 1) := by linarith
      have hsq : ‖(w : V)‖ ^ 2 ≤ 0 := by
        by_contra hc
        have := mul_pos hpos (not_le.mp hc)
        linarith
      have hz : ‖(w : V)‖ = 0 := by
        have := le_antisymm hsq (sq_nonneg _)
        exact (pow_eq_zero_iff two_ne_zero).mp this
      exact Subtype.ext (norm_eq_zero.mp hz)
    intro w hw
    obtain ⟨u, hu⟩ := LinearMap.injective_iff_surjective.mp hinj ⟨w, hw⟩
    exact ⟨Jm u, lower_mem h u.2, congrArg Subtype.val hu⟩

/-- In finite dimension and for real `m > -1`, the vectors with
`Jz v = m v` and `J₊ v = 0` form a space of dimension `dim E(m) - dim E(m+1)`. -/
theorem finrank_highest [FiniteDimensional ℂ V] (h : Ladder Jz Jp Jm) {m : ℝ} (hm : -1 < m) :
    (finrank ℂ (highest Jz Jp m) : ℤ) =
      finrank ℂ (weightSpace Jz m) - finrank ℂ (weightSpace Jz (m + 1)) := by
  -- rank-nullity for J₊ restricted to E(m)
  have hr := LinearMap.finrank_range_add_finrank_ker (Jp.domRestrict (weightSpace Jz m))
  have h1 : LinearMap.range (Jp.domRestrict (weightSpace Jz m)) = weightSpace Jz (m + 1) := by
    rw [LinearMap.range_domRestrict, map_raise_eq h hm]
  have h2 : LinearMap.ker (Jp.domRestrict (weightSpace Jz m)) =
      (LinearMap.ker Jp).comap (weightSpace Jz m).subtype := by
    ext x
    simp
  have h3 : finrank ℂ ((LinearMap.ker Jp).comap (weightSpace Jz m).subtype) =
      finrank ℂ (highest Jz Jp m) := by
    rw [← Submodule.finrank_map_subtype_eq, Submodule.map_comap_subtype]
    rfl
  rw [h1, h2, h3] at hr
  omega

/-- `H(j)` is the joint eigenspace with `Jz v = j v` and `J² v = j (j+1) v`. -/
theorem highest_eq_joint (h : Ladder Jz Jp Jm) (j : ℝ) :
    highest Jz Jp j =
      weightSpace Jz j ⊓ (casimir Jz Jp Jm).eigenspace ((j : ℂ) * (j + 1)) := by
  ext v
  simp only [highest, Submodule.mem_inf, LinearMap.mem_ker, End.mem_eigenspace_iff]
  refine and_congr_right fun hv => ?_
  rw [mem_weightSpace] at hv
  have h0 := LinearMap.congr_fun h.pm v
  simp only [LinearMap.sub_apply, End.mul_apply, LinearMap.smul_apply] at h0
  -- on E(j): J² v = J₋J₊ v + j (j+1) v
  have hc : casimir Jz Jp Jm v = Jm (Jp v) + ((j : ℂ) * (j + 1)) • v := by
    simp only [casimir, LinearMap.add_apply, LinearMap.smul_apply, End.mul_apply]
    rw [sub_eq_iff_eq_add.mp h0, hv, map_smul, hv]
    module
  rw [hc]
  constructor
  · intro hp
    rw [hp, map_zero, zero_add]
  · intro hq
    have hz : Jm (Jp v) = 0 := by simpa using hq
    have hi : ⟪Jp v, Jp v⟫_ℂ = 0 := by rw [h.adj, hz, inner_zero_right]
    exact inner_self_eq_zero.mp hi

/-- In finite dimension, for `m > -1` and any `N`, `dim E(m)` is the sum of `dim H(m+k)` over `k < N`
plus `dim E(m+N)`. -/
theorem finrank_weightSpace_eq_sum [FiniteDimensional ℂ V] (h : Ladder Jz Jp Jm) {m : ℝ}
    (hm : -1 < m) (N : ℕ) :
    finrank ℂ (weightSpace Jz m) =
      ∑ k ∈ Finset.range N, finrank ℂ (highest Jz Jp (m + k)) +
        finrank ℂ (weightSpace Jz (m + N)) := by
  induction N with
  | zero => rw [Finset.sum_range_zero, Nat.cast_zero, add_zero, zero_add]
  | succ N ih =>
    have hN : (0 : ℝ) ≤ N := Nat.cast_nonneg N
    have hs := finrank_highest h (m := m + N) (by linarith)
    have e : m + ((N + 1 : ℕ) : ℝ) = m + N + 1 := by
      push_cast
      ring
    rw [Finset.sum_range_succ, e]
    omega

/-- The zero operators on `ℂ` obey the ladder relations, and for them the counting
formula fails at `m = -1`. -/
theorem counting_fails_at_neg_one :
    Ladder (0 : End ℂ ℂ) 0 0 ∧
      (finrank ℂ (highest (0 : End ℂ ℂ) 0 (-1)) : ℤ) ≠
        finrank ℂ (weightSpace (0 : End ℂ ℂ) (-1)) -
          finrank ℂ (weightSpace (0 : End ℂ ℂ) (-1 + 1)) := by
  refine ⟨⟨by simp, by simp, by simp, by simp⟩, fun hc => ?_⟩
  have h1 : weightSpace (0 : End ℂ ℂ) (-1) = ⊥ := by
    ext v
    simp [mem_weightSpace]
  have h2 : weightSpace (0 : End ℂ ℂ) (-1 + 1) = ⊤ := by
    ext v
    simp [mem_weightSpace]
  rw [h1, h2, finrank_bot, finrank_top, finrank_self] at hc
  omega

/-- The spin-1/2 operator `Sz = diag(1/2, -1/2)` on `ℂ²`. -/
def sz : End ℂ (EuclideanSpace ℂ (Fin 2)) where
  toFun v := !₂[v 0 / 2, -(v 1 / 2)]
  map_add' x y := by ext i; fin_cases i <;> simp <;> ring
  map_smul' c x := by ext i; fin_cases i <;> simp <;> ring

/-- The spin-1/2 raising operator `(a, b) ↦ (b, 0)`. -/
def sp : End ℂ (EuclideanSpace ℂ (Fin 2)) where
  toFun v := !₂[v 1, 0]
  map_add' x y := by ext i; fin_cases i <;> simp
  map_smul' c x := by ext i; fin_cases i <;> simp

/-- The spin-1/2 lowering operator `(a, b) ↦ (0, a)`. -/
def sm : End ℂ (EuclideanSpace ℂ (Fin 2)) where
  toFun v := !₂[0, v 0]
  map_add' x y := by ext i; fin_cases i <;> simp
  map_smul' c x := by ext i; fin_cases i <;> simp

/-- The spin-1/2 operators obey the ladder relations, and the raising operator sends
`(0, 1)` to `(1, 0)`. -/
theorem ladder_witness : Ladder sz sp sm ∧ sp !₂[0, 1] = !₂[1, 0] := by
  refine ⟨⟨LinearMap.ext fun v => ?_, LinearMap.ext fun v => ?_,
    LinearMap.ext fun v => ?_, fun u w => ?_⟩, ?_⟩
  · ext i; fin_cases i <;> simp [sz, sp]
  · ext i
    fin_cases i <;> simp [sz, sm]
    ring
  · ext i; fin_cases i <;> simp [sz, sp, sm] <;> ring
  · simp [PiLp.inner_apply, Fin.sum_univ_two, sp, sm]
  · ext i; fin_cases i <;> simp [sp]

end

end MultipletCounting
```

```lean
#print axioms MultipletCounting.finrank_highest
#print axioms MultipletCounting.highest_eq_joint
#print axioms MultipletCounting.finrank_weightSpace_eq_sum
#print axioms MultipletCounting.counting_fails_at_neg_one
```

```
'MultipletCounting.finrank_highest' depends on axioms: [propext, Classical.choice, Quot.sound]
'MultipletCounting.highest_eq_joint' depends on axioms: [propext, Classical.choice, Quot.sound]
'MultipletCounting.finrank_weightSpace_eq_sum' depends on axioms: [propext, Classical.choice, Quot.sound]
'MultipletCounting.counting_fails_at_neg_one' depends on axioms: [propext, Classical.choice, Quot.sound]
```

## Notes on the proof

Step 1 is `raise_mem` and `lower_mem`. Each applies a commutator to the vector, as in `LinearMap.congr_fun h.zp v`, inserts the eigenvalue equation, moves the subtracted term across with `sub_eq_iff_eq_add`, and leaves `module` to collect the scalar coefficients.

Step 2 is `raise_lower_lower_bound`. Its `h1` is the reordering of $J_+J_- w$, and `e` evaluates the inner product as the real number $\|J_+w\|^2 + 2\mu\|w\|^2$, with the rewrite `← h.adj` moving $J_-$ to the other side as $J_+$. The inequality is stated for the real part, and `nlinarith` finishes from $\|J_+ w\|^2 \ge 0$.

Step 3 is `map_raise_eq`, proved as two inclusions. One is `raise_mem`. For the other, `hmaps` shows that $A$ preserves $E(m+1)$, so that `(Jp * Jm).restrict hmaps` is an operator on that subspace. In `hinj` the bound, with its right side equal to zero, meets `hpos : 0 < 2 * (m + 1)` and forces $\|w\| = 0$; this is where `hm` enters. Finite dimension enters through `LinearMap.injective_iff_surjective`, which returns $u$, and the preimage offered is `Jm u`.

Step 4 is `finrank_highest`. It applies `LinearMap.finrank_range_add_finrank_ker` to `Jp.domRestrict (weightSpace Jz m)`, and `h1` identifies the range. The kernel of the restricted map is a subspace of $E(m)$ taken as a space in its own right, so `h2` and `h3` carry it into $V$ along the inclusion, where it is $H(m)$ with the same dimension. Then `omega` turns the sum into the integer difference.

In `highest_eq_joint`, `hc` is the displayed formula of step 5, and the two branches after `constructor` are its two directions, the second ending with `inner_self_eq_zero`. In `finrank_weightSpace_eq_sum` the induction step calls `finrank_highest` at `m + N` and combines it with the induction hypothesis by `omega`. In `counting_fails_at_neg_one` the two eigenspaces are identified as `⊥` and `⊤`, of dimensions 0 and 1, and the contradiction is that a natural number would equal $-1$. The proof of `ladder_witness` checks the commutators component by component and writes the inner product as a sum of two terms for the adjoint relation.
